# Abramov's formula at the midpoint of a stretched two-centre bond: a positive estimate where the kinetic energy density of the doubly occupied bonding orbital is zero

The kinetic energy density of an orbital has more than one definition, because a multiple of the Laplacian of the density can be added without changing the integrated energy. The definition taken here is the positive one, which Abramov's formula approximates: in atomic units, each electron in a real orbital $p$ contributes $|\nabla p|^2/2$. The alternative $-p\nabla^2p$ for two electrons differs from it by $\nabla^2\rho/4$, where $\rho=2p^2$ is the electron density, and need not vanish at the same points.

```lean
import Mathlib

open Real Topology

namespace AbramovCounterexample

noncomputable section
```

## A doubly occupied bonding orbital

Two nuclei sit on the $z$ axis at $z=\mp R/2$, and $r_A$, $r_B$ are the distances to them. The orbital is the bonding combination of two 1s Slater functions with exponent $\zeta>0$,
$$p=N\left(e^{-\zeta r_A}+e^{-\zeta r_B}\right).$$
In Lean it is a function of the parameters and three real coordinates. The prefactor $N$ is left free. Normalisation would fix $N^2=\zeta^3/[2\pi(1+S)]$, with overlap $S=e^{-\zeta R}(1+\zeta R+\zeta^2R^2/3)$.

```lean
/-- The bonding combination of two 1s Slater functions with exponent `ζ`, centred on nuclei
at `z = -R/2` and `z = R/2`. -/
def orbital (N ζ R x y z : ℝ) : ℝ :=
  N * (exp (-ζ * √(x ^ 2 + y ^ 2 + (z + R / 2) ^ 2))
    + exp (-ζ * √(x ^ 2 + y ^ 2 + (z - R / 2) ^ 2)))
```

Two electrons occupy $p$, so $\rho=2p^2$.

```lean
/-- The electron density of the doubly occupied orbital. -/
def density (N ζ R x y z : ℝ) : ℝ := 2 * orbital N ζ R x y z ^ 2
```

The squared gradient is the sum of the squared partial derivatives. Each partial derivative is a one-variable `deriv` along a coordinate line.

```lean
/-- The squared length of the gradient of a scalar field. -/
def gradSq (f : ℝ → ℝ → ℝ → ℝ) (x y z : ℝ) : ℝ :=
  deriv (fun t => f t y z) x ^ 2 + deriv (fun t => f x t z) y ^ 2
    + deriv (fun t => f x y t) z ^ 2
```

The Laplacian is the sum of the three second derivatives along the same lines.

```lean
/-- The Laplacian of a scalar field, as the sum of its second partial derivatives. -/
def laplace (f : ℝ → ℝ → ℝ → ℝ) (x y z : ℝ) : ℝ :=
  deriv (deriv (fun t => f t y z)) x + deriv (deriv (fun t => f x t z)) y
    + deriv (deriv (fun t => f x y t)) z
```

With two electrons, the exact kinetic energy density of this orbital is $2\cdot|\nabla p|^2/2=|\nabla p|^2$.

```lean
/-- The positive kinetic energy density, in atomic units, of two electrons in the real
orbital `p`. -/
def kineticDensity (p : ℝ → ℝ → ℝ → ℝ) (x y z : ℝ) : ℝ := 2 * (gradSq p x y z / 2)
```

Abramov's expression estimates the same quantity from the density alone:
$$\frac{3}{10}(3\pi^2)^{2/3}\rho^{5/3}+\frac{|\nabla\rho|^2}{72\rho}+\frac{\nabla^2\rho}{6}.$$
The first term is the Thomas–Fermi kinetic energy density of a uniform electron gas.

```lean
/-- Abramov's expression for the kinetic energy density in terms of the electron density. -/
def abramov (ρ : ℝ → ℝ → ℝ → ℝ) (x y z : ℝ) : ℝ :=
  3 / 10 * (3 * π ^ 2) ^ (2 / 3 : ℝ) * ρ x y z ^ (5 / 3 : ℝ)
    + gradSq ρ x y z / (72 * ρ x y z) + laplace ρ x y z / 6
```

## Derivatives across and along the bond

Consider a line that passes a nucleus at distance $a>0$, with $u$ measured from the foot of the perpendicular. The distance to the nucleus is $s(u)=\sqrt{u^2+a^2}$, with $s'=u/s$. Hence
$$\frac{d}{du}\,c\,e^{-ks}=-ck\,\frac{u}{s}\,e^{-ks}.$$
At $u=0$ the factor $u/s$ vanishes and has slope $1/a$, so the second derivative is $-(ck/a)e^{-ka}$. In the proof, `hs` is the derivative of $s$, `h1` the chain rule, `hq` the quotient rule for $u/s$, and `h2` the product rule.

```lean
/-- First derivative of an exponential in the distance to a nucleus, along a line that passes
the nucleus at distance `a`; at the foot of the perpendicular the second derivative is
`-(c k / a) exp(-k a)`. -/
theorem transverse_derivs {a : ℝ} (ha : 0 < a) (c k : ℝ) :
    (∀ t, HasDerivAt (fun u => c * exp (-k * √(u ^ 2 + a ^ 2)))
      (c * (exp (-k * √(t ^ 2 + a ^ 2)) * (-k * (t / √(t ^ 2 + a ^ 2))))) t) ∧
    HasDerivAt (deriv (fun u => c * exp (-k * √(u ^ 2 + a ^ 2))))
      (-(c * k / a) * exp (-k * a)) 0 := by
  have hs : ∀ t : ℝ, HasDerivAt (fun u => √(u ^ 2 + a ^ 2)) (t / √(t ^ 2 + a ^ 2)) t := by
    intro t
    have h : HasDerivAt (fun u : ℝ => u ^ 2 + a ^ 2) (2 * t) t := by
      simpa using (hasDerivAt_pow 2 t).add_const (a ^ 2)
    exact (h.sqrt (by positivity)).congr_deriv (by rw [mul_div_mul_left _ _ two_ne_zero])
  have h1 := fun t => (((hs t).const_mul (-k)).exp).const_mul c
  refine ⟨h1, ?_⟩
  rw [funext fun t => (h1 t).deriv]
  have hs0 : √((0 : ℝ) ^ 2 + a ^ 2) = a := by
    rw [show (0 : ℝ) ^ 2 + a ^ 2 = a ^ 2 by ring, Real.sqrt_sq ha.le]
  have hq := (hasDerivAt_id' (0 : ℝ)).fun_div (hs 0) (by rw [hs0]; exact ha.ne')
  have h2 := ((((hs 0).const_mul (-k)).exp).fun_mul (hq.const_mul (-k))).const_mul c
  refine h2.congr_deriv ?_
  have haa : a / a ^ 2 = 1 / a := by field_simp
  simp only [hs0, zero_div, mul_zero, sub_zero, one_mul, zero_add, haa]
  ring
```

Along the bond, the function needed is $A(e^{ku}+e^{-ku}+b)$. Its slope is $Ak(e^{ku}-e^{-ku})$ and its second derivative at the origin is $2Ak^2$.

```lean
/-- First derivative of a symmetric sum of a growing and a decaying exponential plus a constant,
and its second derivative at the origin. -/
theorem axial_derivs (A k b : ℝ) :
    (∀ t, HasDerivAt (fun u => A * (exp (k * u) + exp (-k * u) + b))
      (A * (exp (k * t) * k + exp (-k * t) * (-k))) t) ∧
    HasDerivAt (deriv (fun u => A * (exp (k * u) + exp (-k * u) + b))) (A * (2 * k ^ 2)) 0 := by
  have e : ∀ q t : ℝ, HasDerivAt (fun u => exp (q * u)) (exp (q * t) * q) t := fun q t =>
    (((hasDerivAt_id' t).const_mul q).exp).congr_deriv (by ring)
  have h1 := fun t => (((e k t).fun_add (e (-k) t)).add_const b).const_mul A
  refine ⟨h1, ?_⟩
  rw [funext fun t => (h1 t).deriv]
  refine ((((e k 0).mul_const k).fun_add ((e (-k) 0).mul_const (-k))).const_mul A).congr_deriv ?_
  simp only [mul_zero, Real.exp_zero]
  ring
```

## The orbital on three lines through the midpoint

On the $x$ axis both nuclei are equally far away, so
$$p(t,0,0)=2N\,e^{-\zeta\sqrt{t^2+(R/2)^2}}.$$

```lean
lemma orbital_x (N ζ R t : ℝ) :
    orbital N ζ R t 0 0 = 2 * N * exp (-ζ * √(t ^ 2 + (R / 2) ^ 2)) := by
  unfold orbital
  rw [show t ^ 2 + 0 ^ 2 + (0 + R / 2) ^ 2 = t ^ 2 + (R / 2) ^ 2 by ring,
    show t ^ 2 + 0 ^ 2 + (0 - R / 2) ^ 2 = t ^ 2 + (R / 2) ^ 2 by ring]
  ring
```

The $y$ axis gives the same function, by rotational symmetry about the bond.

```lean
lemma orbital_y (N ζ R t : ℝ) : orbital N ζ R 0 t 0 = orbital N ζ R t 0 0 := by
  unfold orbital
  rw [add_comm ((0 : ℝ) ^ 2) (t ^ 2)]
```

On the bond axis with $|t|<R/2$, the distances are $R/2+t$ and $R/2-t$, and
$$p(0,0,t)=N\,e^{-\zeta R/2}\left(e^{\zeta t}+e^{-\zeta t}\right).$$
The added zero in the Lean statement matches the constant $b$ of `axial_derivs`.

```lean
lemma orbital_z (N ζ : ℝ) {R t : ℝ} (h1 : -(R / 2) < t) (h2 : t < R / 2) :
    orbital N ζ R 0 0 t = N * exp (-ζ * (R / 2)) * (exp (ζ * t) + exp (-ζ * t) + 0) := by
  unfold orbital
  rw [show (0 : ℝ) ^ 2 + 0 ^ 2 + (t + R / 2) ^ 2 = (t + R / 2) ^ 2 by ring,
    show (0 : ℝ) ^ 2 + 0 ^ 2 + (t - R / 2) ^ 2 = (R / 2 - t) ^ 2 by ring,
    Real.sqrt_sq (by linarith), Real.sqrt_sq (by linarith),
    show -ζ * (t + R / 2) = -ζ * (R / 2) + -ζ * t by ring,
    show -ζ * (R / 2 - t) = -ζ * (R / 2) + ζ * t by ring, Real.exp_add, Real.exp_add]
  ring
```

## The density on the same lines

Squaring an exponential doubles its exponent.

```lean
lemma exp_double (k s : ℝ) : exp (-(2 * k) * s) = exp (-k * s) ^ 2 := by
  rw [sq, ← Real.exp_add]
  congr 1
  ring
```

Across the bond, therefore,
$$\rho(t,0,0)=8N^2e^{-2\zeta\sqrt{t^2+(R/2)^2}}.$$

```lean
lemma density_x (N ζ R t : ℝ) :
    density N ζ R t 0 0 = 8 * N ^ 2 * exp (-(2 * ζ) * √(t ^ 2 + (R / 2) ^ 2)) := by
  unfold density
  rw [orbital_x, exp_double]
  ring
```

Between the nuclei, the cross term of the square contains $e^{\zeta t}e^{-\zeta t}=1$, which is `hEF` in the proof, and
$$\rho(0,0,t)=2N^2e^{-\zeta R}\left(e^{2\zeta t}+e^{-2\zeta t}+2\right).$$

```lean
lemma density_z (N ζ : ℝ) {R t : ℝ} (h1 : -(R / 2) < t) (h2 : t < R / 2) :
    density N ζ R 0 0 t
      = 2 * N ^ 2 * exp (-(ζ * R)) * (exp (2 * ζ * t) + exp (-(2 * ζ) * t) + 2) := by
  have hG : exp (-(ζ * R)) = exp (-ζ * (R / 2)) ^ 2 := by
    rw [← exp_double]
    congr 1
    ring
  have hE : exp (2 * ζ * t) = exp (ζ * t) ^ 2 := by
    rw [sq, ← Real.exp_add]
    congr 1
    ring
  have hEF : exp (ζ * t) * exp (-ζ * t) = 1 := by
    rw [← Real.exp_add, show ζ * t + -ζ * t = 0 by ring, Real.exp_zero]
  unfold density
  rw [orbital_z N ζ h1 h2, hG, hE, exp_double]
  linear_combination 4 * N ^ 2 * exp (-ζ * (R / 2)) ^ 2 * hEF
```

## Zero slope at the midpoint, and equality near a point

Across the bond the slope of $p$ contains the factor $u/s$, which is zero at $u=0$. Along the bond it is proportional to $e^0-e^0=0$. All three partial derivatives of $p$ therefore vanish at the midpoint. The theorem states this with `HasDerivAt`, which includes the existence of the derivative; `deriv` alone would also return zero at a point where no derivative exists.

The bond axis needs one device that the other two lines do not. The formula for $p(0,0,t)$ holds only between the nuclei: at each nucleus the orbital has a cusp, and beyond it the formula is wrong. The two functions are thus not equal, and one cannot be rewritten into the other. They are equal near $t=0$, which Mathlib writes as `=ᶠ[𝓝 0]`. The proof obtains this from `Ioo_mem_nhds`, which says that the open interval between the nuclei is a neighbourhood of the midpoint, and `congr_of_eventuallyEq` then carries the derivative from the formula to the orbital.

```lean
/-- At the bond midpoint all three partial derivatives of the orbital exist and vanish. -/
theorem orbital_stationary (N ζ : ℝ) {R : ℝ} (hR : 0 < R) :
    HasDerivAt (fun t => orbital N ζ R t 0 0) 0 0 ∧
    HasDerivAt (fun t => orbital N ζ R 0 t 0) 0 0 ∧
    HasDerivAt (fun t => orbital N ζ R 0 0 t) 0 0 := by
  have hx : HasDerivAt (fun t => orbital N ζ R t 0 0) 0 0 := by
    rw [funext (orbital_x N ζ R)]
    exact ((transverse_derivs (half_pos hR) (2 * N) ζ).1 0).congr_deriv (by simp)
  refine ⟨hx, ?_, ?_⟩
  · rw [funext (orbital_y N ζ R)]
    exact hx
  · -- between the nuclei the orbital is a hyperbolic cosine
    have hev : (fun t => orbital N ζ R 0 0 t) =ᶠ[𝓝 0]
        fun t => N * exp (-ζ * (R / 2)) * (exp (ζ * t) + exp (-ζ * t) + 0) := by
      filter_upwards [Ioo_mem_nhds (show -(R / 2) < 0 by linarith) (half_pos hR)] with t ht
      exact orbital_z N ζ ht.1 ht.2
    exact (((axial_derivs _ ζ 0).1 0).congr_of_eventuallyEq hev).congr_deriv (by simp)
```

A second derivative asks for more, since the first derivatives must agree on a neighbourhood and not merely at the point. Functions that agree near $0$ also agree near every point sufficiently close to $0$, so their derivatives agree there too; this is the step `hev.deriv`.

The curvatures now follow from the two derivative rules. Across the bond, $c=8N^2$, $k=2\zeta$ and $a=R/2$ give
$$\partial_x^2\rho=\partial_y^2\rho=-\frac{32N^2\zeta}{R}e^{-\zeta R}.$$
Along it, $A=2N^2e^{-\zeta R}$ and $k=2\zeta$ give
$$\partial_z^2\rho=16N^2\zeta^2e^{-\zeta R}.$$

```lean
/-- The curvatures of the density at the bond midpoint: two equal ones perpendicular to the
bond and one along it. -/
theorem density_curvatures (N ζ : ℝ) {R : ℝ} (hR : 0 < R) :
    HasDerivAt (deriv (fun t => density N ζ R t 0 0))
      (-(32 * N ^ 2 * ζ / R) * exp (-(ζ * R))) 0 ∧
    HasDerivAt (deriv (fun t => density N ζ R 0 t 0))
      (-(32 * N ^ 2 * ζ / R) * exp (-(ζ * R))) 0 ∧
    HasDerivAt (deriv (fun t => density N ζ R 0 0 t))
      (16 * N ^ 2 * ζ ^ 2 * exp (-(ζ * R))) 0 := by
  have hx : HasDerivAt (deriv (fun t => density N ζ R t 0 0))
      (-(32 * N ^ 2 * ζ / R) * exp (-(ζ * R))) 0 := by
    rw [funext (density_x N ζ R)]
    refine (transverse_derivs (half_pos hR) (8 * N ^ 2) (2 * ζ)).2.congr_deriv ?_
    rw [show -(2 * ζ) * (R / 2) = -(ζ * R) by ring]
    ring
  refine ⟨hx, ?_, ?_⟩
  · have hy : (fun t => density N ζ R 0 t 0) = fun t => density N ζ R t 0 0 := by
      funext t
      unfold density
      rw [orbital_y]
    rw [hy]
    exact hx
  · have hev : (fun t => density N ζ R 0 0 t) =ᶠ[𝓝 0] fun t =>
        2 * N ^ 2 * exp (-(ζ * R)) * (exp (2 * ζ * t) + exp (-(2 * ζ) * t) + 2) := by
      filter_upwards [Ioo_mem_nhds (show -(R / 2) < 0 by linarith) (half_pos hR)] with t ht
      exact density_z N ζ ht.1 ht.2
    exact ((axial_derivs _ (2 * ζ) 2).2.congr_of_eventuallyEq hev.deriv).congr_deriv (by ring)
```

## The Laplacian changes sign at $\zeta R=4$

The sum of the three curvatures is
$$\nabla^2\rho=16N^2\zeta^2\left(1-\frac{4}{\zeta R}\right)e^{-\zeta R}.$$

```lean
/-- The Laplacian of the density at the bond midpoint. -/
theorem laplace_midpoint (N : ℝ) {ζ R : ℝ} (hζ : 0 < ζ) (hR : 0 < R) :
    laplace (density N ζ R) 0 0 0
      = 16 * N ^ 2 * ζ ^ 2 * (1 - 4 / (ζ * R)) * exp (-(ζ * R)) := by
  obtain ⟨hx, hy, hz⟩ := density_curvatures N ζ hR
  unfold laplace
  rw [hx.deriv, hy.deriv, hz.deriv]
  have h : ζ ^ 2 * (4 / (ζ * R)) = 4 * ζ / R := by field_simp
  linear_combination 16 * N ^ 2 * exp (-(ζ * R)) * h
```

For $N\neq0$ this is a positive factor times $\zeta R-4$, so it is nonnegative exactly when $\zeta R\ge4$.

```lean
/-- The Laplacian of the density at the midpoint is nonnegative exactly when `ζ R ≥ 4`. -/
theorem laplace_midpoint_nonneg_iff {N ζ R : ℝ} (hN : N ≠ 0) (hζ : 0 < ζ) (hR : 0 < R) :
    0 ≤ laplace (density N ζ R) 0 0 0 ↔ 4 ≤ ζ * R := by
  have hne : ζ * R ≠ 0 := (mul_pos hζ hR).ne'
  have hc : 0 < 16 * N ^ 2 * ζ ^ 2 * exp (-(ζ * R)) / (ζ * R) := by positivity
  have h1 : 1 - 4 / (ζ * R) = (ζ * R - 4) / (ζ * R) := by rw [sub_div, div_self hne]
  have h2 : 16 * N ^ 2 * ζ ^ 2 * (1 - 4 / (ζ * R)) * exp (-(ζ * R))
      = 16 * N ^ 2 * ζ ^ 2 * exp (-(ζ * R)) / (ζ * R) * (ζ * R - 4) := by
    rw [h1]
    ring
  rw [laplace_midpoint N hζ hR, h2, mul_nonneg_iff_of_pos_left hc, sub_nonneg]
```

## Abramov's expression in closed form

Since $\nabla\rho=4p\nabla p$ and $\nabla p=0$, the gradient of the density vanishes at the midpoint as well.

```lean
/-- The gradient of the density vanishes at the bond midpoint. -/
theorem gradSq_density_midpoint (N ζ : ℝ) {R : ℝ} (hR : 0 < R) :
    gradSq (density N ζ R) 0 0 0 = 0 := by
  obtain ⟨hx, hy, hz⟩ := orbital_stationary N ζ hR
  -- chain rule for twice the square of the orbital
  have sq0 : ∀ f : ℝ → ℝ, HasDerivAt f 0 0 → deriv (fun t => 2 * f t ^ 2) 0 = 0 := by
    intro f hf
    exact (((hf.fun_pow 2).const_mul 2).congr_deriv (by simp)).deriv
  unfold gradSq density
  rw [sq0 _ hx, sq0 _ hy, sq0 _ hz]
  norm_num
```

The gradient term of Abramov's expression therefore drops out. With $\rho=8N^2e^{-\zeta R}$ at the midpoint, what remains is
$$\frac{3}{10}(3\pi^2)^{2/3}\left(8N^2e^{-\zeta R}\right)^{5/3}+\frac{8}{3}N^2\zeta^2\left(1-\frac{4}{\zeta R}\right)e^{-\zeta R}.$$

```lean
/-- Abramov's expression at the bond midpoint in closed form, for every bond length. -/
theorem abramov_midpoint (N : ℝ) {ζ R : ℝ} (hζ : 0 < ζ) (hR : 0 < R) :
    abramov (density N ζ R) 0 0 0
      = 3 / 10 * (3 * π ^ 2) ^ (2 / 3 : ℝ) * (8 * N ^ 2 * exp (-(ζ * R))) ^ (5 / 3 : ℝ)
        + 8 / 3 * N ^ 2 * ζ ^ 2 * (1 - 4 / (ζ * R)) * exp (-(ζ * R)) := by
  have hρ : density N ζ R 0 0 0 = 8 * N ^ 2 * exp (-(ζ * R)) := by
    rw [density_x, show (0 : ℝ) ^ 2 + (R / 2) ^ 2 = (R / 2) ^ 2 by ring,
      Real.sqrt_sq (half_pos hR).le, show -(2 * ζ) * (R / 2) = -(ζ * R) by ring]
  unfold abramov
  rw [gradSq_density_midpoint N ζ hR, laplace_midpoint N hζ hR, hρ, zero_div]
  ring
```

## A positive estimate of a vanishing quantity

Let $N\neq0$, $\zeta>0$ and $\zeta R\ge4$; for $\zeta=1$ the last condition says that the nuclei are at least four bohr apart. The final theorem states four things about the midpoint: the exact kinetic energy density is zero, the density gradient is zero, the Laplacian has the value above, and Abramov's expression is strictly positive. The first follows from $\nabla p=0$. For the last, the Thomas–Fermi term (`h1`) is positive and the Laplacian term (`h2`) is nonnegative.

```lean
/-- Counterexample to Abramov's formula: for `ζ R ≥ 4` the exact kinetic energy density and the
density gradient vanish at the bond midpoint, the Laplacian has the stated value, and Abramov's
expression is strictly positive. -/
theorem abramov_counterexample {N ζ R : ℝ} (hN : N ≠ 0) (hζ : 0 < ζ) (hR : 4 ≤ ζ * R) :
    kineticDensity (orbital N ζ R) 0 0 0 = 0 ∧
    gradSq (density N ζ R) 0 0 0 = 0 ∧
    laplace (density N ζ R) 0 0 0
      = 16 * N ^ 2 * ζ ^ 2 * (1 - 4 / (ζ * R)) * exp (-(ζ * R)) ∧
    0 < abramov (density N ζ R) 0 0 0 := by
  have hζR : 0 < ζ * R := by linarith
  have hR0 : 0 < R := pos_of_mul_pos_right hζR hζ.le
  refine ⟨?_, gradSq_density_midpoint N ζ hR0, laplace_midpoint N hζ hR0, ?_⟩
  · obtain ⟨hx, hy, hz⟩ := orbital_stationary N ζ hR0
    unfold kineticDensity gradSq
    rw [hx.deriv, hy.deriv, hz.deriv]
    norm_num
  · -- the Thomas-Fermi term is positive and the Laplacian term is nonnegative
    rw [abramov_midpoint N hζ hR0]
    have h : 0 ≤ 1 - 4 / (ζ * R) := sub_nonneg.mpr ((div_le_one hζR).mpr hR)
    have h1 : 0 < 3 / 10 * (3 * π ^ 2) ^ (2 / 3 : ℝ)
        * (8 * N ^ 2 * exp (-(ζ * R))) ^ (5 / 3 : ℝ) := by positivity
    have h2 : 0 ≤ 8 / 3 * N ^ 2 * ζ ^ 2 * (1 - 4 / (ζ * R)) * exp (-(ζ * R)) :=
      mul_nonneg (mul_nonneg (by positivity) h) (Real.exp_pos _).le
    linarith

end

end AbramovCounterexample
```

The condition $\zeta R\ge4$ is sufficient for positivity but marks only the sign change of the Laplacian. At $\zeta R=4$ the Thomas–Fermi term is still positive on its own, so by continuity the expression also stays positive slightly below that value. It does not stay positive for every bond length: for the normalised orbital at fixed $\zeta$, the Laplacian term tends to $-\infty$ as $R\to0$ while the Thomas–Fermi term stays finite.

Abramov's formula is used to estimate kinetic energy densities at bond critical points, where $\nabla\rho=0$; for this model of one doubly occupied orbital with a fixed form and $\zeta R\ge4$, the estimate at such a point is positive although the exact kinetic energy density of the orbital is zero. The zero belongs to the model: a single doubly occupied bonding orbital describes a stretched two-electron bond poorly, and a correlated wavefunction also partly occupies the antibonding orbital, whose gradient at the midpoint is not zero. The orbital is prescribed and not obtained from a variational or self-consistent calculation, and the theorem gives no error estimate for other molecules or for densities built from several orbitals.

```lean
#print axioms AbramovCounterexample.laplace_midpoint_nonneg_iff
-- 'AbramovCounterexample.laplace_midpoint_nonneg_iff' depends on axioms: [propext, Classical.choice, Quot.sound]
#print axioms AbramovCounterexample.abramov_counterexample
-- 'AbramovCounterexample.abramov_counterexample' depends on axioms: [propext, Classical.choice, Quot.sound]
```
